# A spin one-half in a uniformly rotating transverse field has a constant Hamiltonian in the co-rotating frame

In a static field along z, with \(\hbar=1\) and level splitting \(w_0\), a spin-up state carries the phase \(e^{-iw_0t/2}\); a frame turning about z at angular frequency \(w\) multiplies it by \(e^{iwt/2}\), so the splitting appears there as \(w_0-w\). A transverse field of strength \(W\) that turns at the same frequency stands still in that frame, and the spin then obeys a Schrödinger equation with the constant Hamiltonian \(((w_0-w)\sigma_z+W\sigma_x)/2\).

```lean
import Mathlib

open Matrix
open Complex (I)

namespace RabiRotatingFrame

noncomputable section

/-- The Pauli matrix `σx`. -/
def σx : Matrix (Fin 2) (Fin 2) ℂ := !![0, 1; 1, 0]

/-- The Pauli matrix `σy`. -/
def σy : Matrix (Fin 2) (Fin 2) ℂ := !![0, -I; I, 0]

/-- The Pauli matrix `σz`. -/
def σz : Matrix (Fin 2) (Fin 2) ℂ := !![1, 0; 0, -1]

/-- The rotation of a spin one-half by the angle `θ` about the z axis. -/
def Rz (θ : ℝ) : Matrix (Fin 2) (Fin 2) ℂ :=
  !![Complex.exp (-(I * θ / 2)), 0; 0, Complex.exp (I * θ / 2)]

/-- The laboratory Hamiltonian `(w0 σz + W cos θ σx + W sin θ σy) / 2`, with drive phase `θ`. -/
def labH (w0 W θ : ℝ) : Matrix (Fin 2) (Fin 2) ℂ :=
  (1 / 2 : ℂ) • ((w0 : ℂ) • σz + (W * Complex.cos θ) • σx + (W * Complex.sin θ) • σy)

/-- The Hamiltonian `(d σz + W σx) / 2` with detuning `d`. -/
def rotH (d W : ℝ) : Matrix (Fin 2) (Fin 2) ℂ :=
  (1 / 2 : ℂ) • ((d : ℂ) • σz + (W : ℂ) • σx)

/-- The Schrödinger equation `i ψ' = H(t) ψ` at all times, written as `ψ' = -i H(t) ψ`. -/
def Solves (H : ℝ → Matrix (Fin 2) (Fin 2) ℂ) (ψ : ℝ → Fin 2 → ℂ) : Prop :=
  ∀ t, HasDerivAt ψ ((-I) • (H t *ᵥ ψ t)) t

/-- Half-angle form of the spin rotation: `Rz θ = cos(θ/2) - i sin(θ/2) σz`. -/
theorem Rz_eq_cos_sub_sin (θ : ℝ) :
    Rz θ = Complex.cos (θ / 2) • (1 : Matrix (Fin 2) (Fin 2) ℂ)
      - (Complex.sin (θ / 2) * I) • σz := by
  have h1 : Complex.exp (I * θ / 2) = Complex.cos (θ / 2) + Complex.sin (θ / 2) * I := by
    rw [← Complex.exp_mul_I]
    congr 1
    ring
  have h2 : Complex.exp (-(I * θ / 2)) = Complex.cos (θ / 2) - Complex.sin (θ / 2) * I := by
    have h : Complex.cos (θ / 2) - Complex.sin (θ / 2) * I
        = Complex.exp (-(θ / 2 : ℂ) * I) := by
      rw [Complex.exp_mul_I, Complex.cos_neg, Complex.sin_neg]
      ring
    rw [h]
    congr 1
    ring
  rw [Rz, h1, h2]
  ext i j
  fin_cases i <;> fin_cases j <;> simp [σz]

lemma Rz_neg (θ : ℝ) :
    Rz (-θ) = !![Complex.exp (I * θ / 2), 0; 0, Complex.exp (-(I * θ / 2))] := by
  simp [Rz, neg_div]

lemma Rz_neg_mulVec (θ : ℝ) (v : Fin 2 → ℂ) :
    Rz (-θ) *ᵥ v = ![Complex.exp (I * θ / 2) * v 0, Complex.exp (-(I * θ / 2)) * v 1] := by
  ext i
  fin_cases i <;> simp [Rz_neg, Matrix.mulVec, dotProduct, Fin.sum_univ_two]

/-- Rotating by `-θ` and then by `θ` restores every state. -/
theorem Rz_mul_Rz_neg (θ : ℝ) : Rz θ * Rz (-θ) = 1 := by
  rw [Rz_neg, Rz]
  ext i j
  fin_cases i <;> fin_cases j <;>
    simp [Matrix.mul_apply, Fin.sum_univ_two, ← Complex.exp_add]

/-- The rotation preserves inner products of spin states. -/
theorem Rz_inner (θ : ℝ) (u v : Fin 2 → ℂ) :
    star (Rz (-θ) *ᵥ u) ⬝ᵥ (Rz (-θ) *ᵥ v) = star u ⬝ᵥ v := by
  have h1 : star (Complex.exp (I * θ / 2)) = Complex.exp (-(I * θ / 2)) := by
    rw [Complex.star_def, ← Complex.exp_conj]
    simp [neg_div, map_ofNat]
  have h2 : star (Complex.exp (-(I * θ / 2))) = Complex.exp (I * θ / 2) := by
    rw [← h1, star_star]
  have h3 : Complex.exp (-(I * θ / 2)) * Complex.exp (I * θ / 2) = 1 := by
    simp [← Complex.exp_add]
  simp only [Rz_neg_mulVec, dotProduct, Fin.sum_univ_two, Pi.star_apply,
    Matrix.cons_val_zero, Matrix.cons_val_one, star_mul', h1, h2]
  linear_combination (star (u 0) * v 0 + star (u 1) * v 1) * h3

/-- Rotating by minus the drive phase turns the transverse field onto the x axis. -/
theorem Rz_mul_labH (w0 W θ : ℝ) : Rz (-θ) * labH w0 W θ = rotH w0 W * Rz (-θ) := by
  have h1 : Complex.exp (I * θ / 2) * (Complex.cos θ - Complex.sin θ * I)
      = Complex.exp (-(I * θ / 2)) := by
    have h : Complex.cos θ - Complex.sin θ * I = Complex.exp (-(θ : ℂ) * I) := by
      rw [Complex.exp_mul_I, Complex.cos_neg, Complex.sin_neg]
      ring
    rw [h, ← Complex.exp_add]
    congr 1
    ring
  have h2 : Complex.exp (-(I * θ / 2)) * (Complex.cos θ + Complex.sin θ * I)
      = Complex.exp (I * θ / 2) := by
    rw [← Complex.exp_mul_I, ← Complex.exp_add]
    congr 1
    ring
  rw [Rz_neg]
  ext i j
  fin_cases i <;> fin_cases j <;>
    simp [-mul_eq_mul_left_iff, -mul_eq_mul_right_iff, labH, rotH, σx, σy, σz,
      Matrix.mul_apply, Fin.sum_univ_two]
  · ring
  · linear_combination (W / 2 : ℂ) * h1
  · linear_combination (W / 2 : ℂ) * h2
  · ring

/-- Product rule in a frame turning with phase `θ(t)`: besides the rotated velocity of the state
there is a term in `σz` proportional to the angular velocity `θ'`. -/
theorem hasDerivAt_rotate {θ : ℝ → ℝ} {θ' t : ℝ} {ψ : ℝ → Fin 2 → ℂ} {v : Fin 2 → ℂ}
    (hθ : HasDerivAt θ θ' t) (hψ : HasDerivAt ψ v t) :
    HasDerivAt (fun s => Rz (-θ s) *ᵥ ψ s)
      (Rz (-θ t) *ᵥ v + (I * θ' / 2) • (σz *ᵥ (Rz (-θ t) *ᵥ ψ t))) t := by
  have h := hasDerivAt_pi.1 hψ
  have hc : HasDerivAt (fun s => I * (θ s : ℂ) / 2) (I * θ' / 2) t :=
    (hθ.ofReal_comp.const_mul I).div_const 2
  simp only [Rz_neg_mulVec]
  rw [hasDerivAt_pi]
  intro i
  fin_cases i
  · refine (hc.cexp.fun_mul (h 0)).congr_deriv ?_
    simp [σz]
    ring
  · refine (hc.fun_neg.cexp.fun_mul (h 1)).congr_deriv ?_
    simp [σz]
    ring

/-- Rotating frame for a chirped drive: with differentiable phase `θ(t)` and any time-dependent
splitting and amplitude, `ψ` solves the laboratory equation exactly when `Rz(-θ(t)) ψ(t)` solves
the equation with detuning `w0(t) - θ'(t)` and the field along x. -/
theorem rotating_frame_chirped (w0 W θ θ' : ℝ → ℝ) (hθ : ∀ t, HasDerivAt θ (θ' t) t)
    (ψ : ℝ → Fin 2 → ℂ) :
    Solves (fun t => labH (w0 t) (W t) (θ t)) ψ ↔
      Solves (fun t => rotH (w0 t - θ' t) (W t)) (fun t => Rz (-θ t) *ᵥ ψ t) := by
  have key : ∀ (a b x : ℝ) (v : Fin 2 → ℂ),
      Rz (-x) *ᵥ (labH a b x *ᵥ v) = rotH a b *ᵥ (Rz (-x) *ᵥ v) := by
    intro a b x v
    simp only [Matrix.mulVec_mulVec, Rz_mul_labH]
  constructor
  · intro h t
    refine (hasDerivAt_rotate (hθ t) (h t)).congr_deriv ?_
    -- the frame term lowers the splitting by the angular velocity
    have hs : rotH (w0 t - θ' t) (W t) = rotH (w0 t) (W t) - (θ' t / 2 : ℂ) • σz := by
      unfold rotH
      push_cast
      module
    beta_reduce
    rw [Matrix.mulVec_smul, key, hs, Matrix.sub_mulVec, Matrix.smul_mulVec]
    module
  · intro h t
    -- rotate back to the laboratory
    have hb : ∀ (x : ℝ) (v : Fin 2 → ℂ), Rz (-(-x)) *ᵥ (Rz (-x) *ᵥ v) = v := by
      intro x v
      simp only [Matrix.mulVec_mulVec, neg_neg, Rz_mul_Rz_neg, Matrix.one_mulVec]
    have h2 := hasDerivAt_rotate (hθ t).fun_neg (h t)
    simp only [hb] at h2
    refine h2.congr_deriv ?_
    have hs : labH (w0 t - θ' t) (W t) (θ t)
        = labH (w0 t) (W t) (θ t) - (θ' t / 2 : ℂ) • σz := by
      unfold labH
      push_cast
      module
    rw [← key, ← Matrix.mulVec_smul, hb, hs, Matrix.sub_mulVec, Matrix.smul_mulVec]
    push_cast
    module

/-- Rabi problem in the rotating frame: `ψ` solves the equation with the field turning at
frequency `w` exactly when `φ(t) = Rz(-wt) ψ(t)` solves `i φ' = ((w0 - w) σz + W σx) φ / 2`. -/
theorem rotating_frame (w0 W w : ℝ) (ψ : ℝ → Fin 2 → ℂ) :
    Solves (fun t => labH w0 W (w * t)) ψ ↔
      Solves (fun _ => rotH (w0 - w) W) (fun t => Rz (-(w * t)) *ᵥ ψ t) :=
  rotating_frame_chirped (fun _ => w0) (fun _ => W) (fun t => w * t) (fun _ => w)
    (fun t => by simpa using (hasDerivAt_id' t).const_mul w) ψ

/-- Along every solution `φ` for the constant Hamiltonian `K = (d σz + W σx) / 2` the number
`φ† K φ`, which is the mean energy if `φ` is normalised, is the same at all times. -/
theorem rotH_energy_conserved (d W : ℝ) (φ : ℝ → Fin 2 → ℂ)
    (hφ : Solves (fun _ => rotH d W) φ) (s t : ℝ) :
    star (φ s) ⬝ᵥ (rotH d W *ᵥ φ s) = star (φ t) ⬝ᵥ (rotH d W *ᵥ φ t) := by
  have hr : ∀ v : Fin 2 → ℂ,
      rotH d W *ᵥ v = ![(d * v 0 + W * v 1) / 2, (W * v 0 - d * v 1) / 2] := by
    intro v
    ext i
    fin_cases i <;> simp [rotH, σx, σz, Matrix.mulVec, dotProduct, Fin.sum_univ_two] <;> ring
  have h0 : ∀ r, HasDerivAt (fun x => φ x 0) (-I * ((d * φ r 0 + W * φ r 1) / 2)) r := by
    intro r
    have h := hφ r
    simp only [hr] at h
    exact hasDerivAt_pi.1 h 0
  have h1 : ∀ r, HasDerivAt (fun x => φ x 1) (-I * ((W * φ r 0 - d * φ r 1) / 2)) r := by
    intro r
    have h := hφ r
    simp only [hr] at h
    exact hasDerivAt_pi.1 h 1
  -- the time derivative of `φ† K φ` vanishes
  have hE : ∀ r, HasDerivAt (fun x => star (φ x 0) * ((d * φ x 0 + W * φ x 1) / 2)
      + star (φ x 1) * ((W * φ x 0 - d * φ x 1) / 2)) 0 r := by
    intro r
    refine (((h0 r).star.fun_mul
      ((((h0 r).const_mul (d : ℂ)).fun_add ((h1 r).const_mul (W : ℂ))).div_const 2)).fun_add
      ((h1 r).star.fun_mul
      ((((h0 r).const_mul (W : ℂ)).fun_sub ((h1 r).const_mul (d : ℂ))).div_const 2))).congr_deriv ?_
    simp only [Complex.star_def, map_mul, map_neg, map_div₀, map_add, map_sub,
      Complex.conj_I, Complex.conj_ofReal, map_ofNat]
    ring
  have hc := is_const_of_deriv_eq_zero (fun r => (hE r).differentiableAt)
    (fun r => (hE r).deriv) s t
  simp only [hr, dotProduct, Fin.sum_univ_two]
  exact hc

/-- Along every solution `ψ` of the Rabi problem the number `ψ† (H(t) - (w/2) σz) ψ`, which is an
expectation value if `ψ` is normalised, is the same at all times. -/
theorem lab_conserved (w0 W w : ℝ) (ψ : ℝ → Fin 2 → ℂ)
    (hψ : Solves (fun t => labH w0 W (w * t)) ψ) (s t : ℝ) :
    star (ψ s) ⬝ᵥ ((labH w0 W (w * s) - (w / 2 : ℂ) • σz) *ᵥ ψ s)
      = star (ψ t) ⬝ᵥ ((labH w0 W (w * t) - (w / 2 : ℂ) • σz) *ᵥ ψ t) := by
  -- the conserved quantity equals `φ† K φ` in the rotating frame
  have h : ∀ r, star (ψ r) ⬝ᵥ ((labH w0 W (w * r) - (w / 2 : ℂ) • σz) *ᵥ ψ r)
      = star (Rz (-(w * r)) *ᵥ ψ r) ⬝ᵥ (rotH (w0 - w) W *ᵥ (Rz (-(w * r)) *ᵥ ψ r)) := by
    intro r
    have hs : labH w0 W (w * r) - (w / 2 : ℂ) • σz = labH (w0 - w) W (w * r) := by
      unfold labH
      push_cast
      module
    rw [hs, Matrix.mulVec_mulVec, ← Rz_mul_labH, ← Matrix.mulVec_mulVec, Rz_inner]
  rw [h s, h t]
  exact rotH_energy_conserved (w0 - w) W _ ((rotating_frame w0 W w ψ).1 hψ) s t

end

end RabiRotatingFrame
```

```lean
#print axioms RabiRotatingFrame.Rz_eq_cos_sub_sin
#print axioms RabiRotatingFrame.rotating_frame
#print axioms RabiRotatingFrame.lab_conserved
```

```
'RabiRotatingFrame.Rz_eq_cos_sub_sin' depends on axioms: [propext, Classical.choice, Quot.sound]
'RabiRotatingFrame.rotating_frame' depends on axioms: [propext, Classical.choice, Quot.sound]
'RabiRotatingFrame.lab_conserved' depends on axioms: [propext, Classical.choice, Quot.sound]
```

## From the turning field to the detuning

Let \(\theta(t)\) be the angle of the transverse field in the xy plane. In the laboratory the Hamiltonian is

\[
H(t)=\tfrac12\left(w_0\sigma_z+W\cos\theta\,\sigma_x+W\sin\theta\,\sigma_y\right)
=\frac12\begin{pmatrix} w_0 & We^{-i\theta}\\ We^{i\theta} & -w_0\end{pmatrix}.
\]

The rotation into the frame of the field is

\[
R=R_z(-\theta)=\begin{pmatrix} e^{i\theta/2}&0\\0&e^{-i\theta/2}\end{pmatrix},
\qquad \varphi(t)=R\,\psi(t).
\]

First compare \(RH\) with \(KR\), where \(K=(w_0\sigma_z+W\sigma_x)/2\). The diagonal entries agree because diagonal matrices commute. The upper right entries are

\[
e^{i\theta/2}\cdot\tfrac12We^{-i\theta}=\tfrac12We^{-i\theta/2}
\quad\text{and}\quad \tfrac12W\cdot e^{-i\theta/2},
\]

which are equal, and the lower left entries both equal \(\tfrac12We^{i\theta/2}\). Hence \(RH=KR\): the rotation turns the transverse field onto the x axis.

The rotation itself depends on time. Differentiating its two entries gives \(R'=\tfrac{i\theta'}{2}\sigma_zR\), so the product rule and \(\psi'=-iH\psi\) yield

\[
\varphi'=R\psi'+\tfrac{i\theta'}{2}\sigma_z\varphi
=-iRH\psi+\tfrac{i\theta'}{2}\sigma_z\varphi
=-i\left(K-\tfrac{\theta'}{2}\sigma_z\right)\varphi .
\]

The bracket is \(((w_0-\theta')\sigma_z+W\sigma_x)/2\). For \(\theta=wt\) we have \(\theta'=w\), and the detuning is \(w_0-w\).

For the converse, start from a solution \(\varphi\) and put \(\psi=R_z(\theta)\varphi\). The same product rule with the opposite angle gives \(\psi'=R_z(\theta)\varphi'-\tfrac{i\theta'}{2}\sigma_z\psi\). The first term equals \(-i\left(H-\tfrac{\theta'}{2}\sigma_z\right)\psi\), the two terms in \(\theta'\) cancel, and \(\psi'=-iH\psi\) remains.

## What the energy does in the laboratory

The laboratory Hamiltonian depends on time, so its mean value generally changes. In the rotating frame with constant \(w_0\), \(W\) and \(w\), the Hamiltonian \(K_w=((w_0-w)\sigma_z+W\sigma_x)/2\) is constant and Hermitian, and

\[
\frac{d}{dt}\,\varphi^\dagger K_w\varphi
=i\varphi^\dagger K_w^2\varphi-i\varphi^\dagger K_w^2\varphi=0 .
\]

The operator \(H(t)-\tfrac w2\sigma_z\) is the laboratory Hamiltonian with \(w_0\) replaced by \(w_0-w\), so \(R\left(H-\tfrac w2\sigma_z\right)=K_wR\). Since \(R\) is unitary,

\[
\psi^\dagger\left(H-\tfrac w2\sigma_z\right)\psi=\varphi^\dagger K_w\varphi ,
\]

and the left side is constant too. For a normalised state, the energy taken from the drive is therefore \(w\) times the change of \(\langle\sigma_z\rangle/2\).

## The equations as Lean states them

A state is a curve `ψ : ℝ → Fin 2 → ℂ`; component 0 is spin up along z and component 1 is spin down. `Solves H ψ` says that at every real time \(\psi\) has the derivative \(-iH(t)\psi(t)\), which is the Schrödinger equation with \(\hbar=1\). Differentiability of the state is thus part of being a solution.

`labH w0 W θ` is the laboratory Hamiltonian at drive angle `θ`, and `rotH d W` is the one with detuning `d` and the field along x. The letters `w0`, `w` and `W` stand for what textbooks usually write as \(\omega_0\), \(\omega\) and the Rabi frequency \(\Omega\). All three are real. With these signs, free precession for positive `w0` has the same sense as a drive with positive `w`.

`Rz θ` is defined by its two diagonal phases. The theorem `Rz_eq_cos_sub_sin` identifies it with \(\cos(\theta/2)-i\sin(\theta/2)\,\sigma_z\), the usual half-angle form of a spin rotation.

The main theorem, `rotating_frame`, is an equivalence: \(\psi\) solves the laboratory equation with \(\theta=wt\) if and only if \(R_z(-wt)\psi(t)\) solves the equation with the constant Hamiltonian. It follows from `rotating_frame_chirped`, where the splitting and the amplitude may be any real functions of time and the drive phase any differentiable one. The detuning is then \(w_0(t)-\theta'(t)\), and the Hamiltonian in the rotating frame may still depend on time. The choice \(\theta=wt+\delta\), with a constant \(\delta\), describes a drive with an initial phase.

`lab_conserved` compares \(\psi^\dagger\left(H-\tfrac w2\sigma_z\right)\psi\) at any two times. For a normalised \(\psi\) this number is the expectation value of \(H-\tfrac w2\sigma_z\); the theorem holds for every solution, normalised or not.

The model is a single spin in a classical field, without relaxation. Many experiments apply a field that oscillates along a line, which is a sum of two fields turning in opposite senses. Keeping only one of them is the rotating-wave approximation, and that step lies between these theorems and such an experiment. For an isolated two-level system with constant splitting and a circular drive of constant strength and frequency, a simulation can use the constant Hamiltonian and rotate the result back.

## The algebra and the product rule in the proof

`Rz_mul_labH` is the identity \(RH=KR\). The proof compares the four matrix entries. Its auxiliary equations `h1` and `h2` are the products of exponentials needed off the diagonal, and `linear_combination` inserts each of them with the factor \(W/2\).

`hasDerivAt_rotate` is the product rule. It splits the vector into components with `hasDerivAt_pi`, differentiates a phase times a component in each, and collects the extra terms into \(\tfrac{i\theta'}{2}\sigma_z\varphi\).

In `rotating_frame_chirped`, `key` is \(RH=KR\) applied to a vector, and `hs` moves the term in \(\theta'\) into the splitting. The backward direction uses `hb`, which says that rotating forth and back restores the vector; it rests on `Rz_mul_Rz_neg`.

`rotH_energy_conserved` writes \(\varphi^\dagger K\varphi\), with the constant Hamiltonian `rotH d W` as \(K\), in components and shows that its derivative is zero. The Mathlib lemma `is_const_of_deriv_eq_zero` then makes it constant. `lab_conserved` carries this back to the laboratory with `Rz_inner`, the statement that the rotation preserves inner products.

## How `congr_deriv` separates calculus from algebra

`HasDerivAt f v t` is a relation between a function, a vector and a time: `f` is differentiable at `t` with derivative `v`. The product rule delivers such a statement with the derivative in the form \(R\psi'+\tfrac{i\theta'}{2}\sigma_z\varphi\), whereas the Schrödinger equation asks for \(-i\left(K-\tfrac{\theta'}{2}\sigma_z\right)\varphi\). `congr_deriv` exchanges one form for the other and leaves only the claim that the two vectors are equal. No derivative occurs in that claim. After rewriting with `key` and `hs`, the tactic `module` settles it as an identity between linear combinations of vectors.

The relation also keeps the definition of a solution honest. Mathlib's function `deriv` returns zero where a function is not differentiable, so an equation written with `deriv` would accept a nowhere differentiable curve as a solution for \(H=0\).

## On resonance

For \(w=w_0\) the detuning vanishes and only \(W\sigma_x/2\) is left. Starting from spin up, \(\varphi(0)=(1,0)\), substitution into the equation confirms the solution

\[
\varphi_0(t)=\cos\frac{Wt}{2},\qquad \varphi_1(t)=-i\sin\frac{Wt}{2}.
\]

The rotation changes only the phases of the components, so the probability of finding spin down in the laboratory is \(\sin^2(Wt/2)\). For \(W\neq0\) the spin flips completely, however weak the drive; a weaker drive takes longer. The Lean code ends at the equation of motion and its conserved quantity, and this solution is an addition to it.
